# Josephson junctions with different current densities can have the same critical-current pattern

Suppose the critical current of a Josephson junction has been measured as a function of magnetic field, and a current density has been found that reproduces the data. If the pattern is taken to fix the density up to position and orientation, the peak of the density may be put in the wrong place. A junction of three equal segments with densities 1, 5, 6 has its highest current density at one edge; one with densities 2, 7, 3 has it in the middle. Their critical currents agree at every field.

The model is one-dimensional, with a sinusoidal current-phase relation. Current density here means the local critical current density, the amplitude of that relation at each point. It does not depend on the field, and the magnetic field of the supercurrent itself is neglected. Within these limits, the critical currents alone do not in general determine the current density, even up to position and orientation.

```lean
import Mathlib

open MeasureTheory
open scoped ComplexConjugate

namespace JosephsonInterference

noncomputable section
```

## Supercurrent and critical current

Let $J(x)$ be this current density, a real function set to zero outside the junction. The supercurrent density that flows at $x$ is $J(x)$ times the sine of the local phase difference. A uniform magnetic field makes the phase difference grow linearly, as $\varphi + kx$, where $k$ is proportional to the field and $\varphi$ is an offset common to the whole junction. Summing the local currents gives

$$I(k,\varphi) = \int J(x)\,\sin(\varphi + kx)\,dx .$$

In Lean, `J` is a function from the reals to the reals and the integral runs over the whole line. Negative values of $J$ are allowed.

```lean
/-- Total supercurrent of a junction with current density `J`, phase offset `φ` and
phase gradient `k` set by the magnetic field. -/
def supercurrent (J : ℝ → ℝ) (k φ : ℝ) : ℝ := ∫ x, J x * Real.sin (φ + k * x)
```

The offset adjusts itself to the current driven through the junction, up to the largest current that any offset can carry. The critical current is therefore defined as a supremum over $\varphi$,

$$I_c(k) = \sup_{\varphi} I(k,\varphi),$$

and its Fourier form remains to be proved.

```lean
/-- Critical current: the supremum of the supercurrent over the phase offset. -/
def criticalCurrent (J : ℝ → ℝ) (k : ℝ) : ℝ := sSup (Set.range (supercurrent J k))
```

The Fourier amplitude of the density is

$$A(k) = \int J(x)\,e^{ikx}\,dx ,$$

with a plus sign in the exponent and no prefactor.

```lean
/-- Complex Fourier amplitude of the current density at phase gradient `k`. -/
def amplitude (J : ℝ → ℝ) (k : ℝ) : ℂ :=
  ∫ x, (J x : ℂ) * Complex.exp (((k * x : ℝ) : ℂ) * Complex.I)
```

For the example, let $s(x)$ be 1 on $(0,1]$ and 0 elsewhere. This fixes the unit of length as one segment.

```lean
/-- Current density of one uniform junction segment of unit length and unit density. -/
def segment (x : ℝ) : ℝ := Set.indicator (Set.Ioc (0 : ℝ) 1) (fun _ => (1 : ℝ)) x
```

Three adjacent segments with densities $p$, $q$, $r$ then have the density

$$J_{pqr}(x) = p\,s(x) + q\,s(x-1) + r\,s(x-2),$$

which equals $p$ on $(0,1]$, $q$ on $(1,2]$ and $r$ on $(2,3]$.

```lean
/-- Current density of three adjacent unit segments with densities `p`, `q`, `r`. -/
def threeSegment (p q r x : ℝ) : ℝ :=
  p * segment x + q * segment (x - 1) + r * segment (x - 2)
```

## The critical current is a Fourier modulus

Since $|J(x)e^{ikx}| = |J(x)|$, the integrand of $A(k)$ is integrable whenever $J$ is. The proof uses this equality of norms, together with the measurability of a measurable function times a continuous one.

```lean
/-- An integrable current density stays integrable when multiplied by the field-induced
phase factor. -/
theorem integrable_phase {J : ℝ → ℝ} (hJ : Integrable J) (k : ℝ) :
    Integrable (fun x => (J x : ℂ) * Complex.exp (((k * x : ℝ) : ℂ) * Complex.I)) := by
  refine hJ.mono ((Complex.continuous_ofReal.comp_aestronglyMeasurable hJ.1).mul
    (Continuous.aestronglyMeasurable (by fun_prop))) (ae_of_all _ fun x => ?_)
  rw [norm_mul, Complex.norm_exp_ofReal_mul_I, mul_one, Complex.norm_real]
```

For real $J$, the sine is the imaginary part of an exponential:

$$J(x)\sin(\varphi+kx) = \operatorname{Im}\left[e^{i\varphi}J(x)e^{ikx}\right].$$

Integrating both sides and taking the constant phase out of the integral gives

$$I(k,\varphi) = \operatorname{Im}\left[e^{i\varphi}A(k)\right].$$

Exchanging the imaginary part with the integral is the step that needs integrability. In the proof it is `integral_comp_comm`, applied to the imaginary part as a continuous linear map; the equation `e` combines the two exponentials.

```lean
/-- For an integrable current density, the supercurrent is the imaginary part of the Fourier
amplitude rotated by the phase offset. -/
theorem supercurrent_eq_im {J : ℝ → ℝ} (hJ : Integrable J) (k φ : ℝ) :
    supercurrent J k φ = (Complex.exp ((φ : ℂ) * Complex.I) * amplitude J k).im := by
  have h := Complex.imCLM.integral_comp_comm
    ((integrable_phase hJ k).const_mul (Complex.exp ((φ : ℂ) * Complex.I)))
  refine Eq.trans ?_ (h.trans (congrArg Complex.im (integral_const_mul _ _)))
  refine integral_congr_ae (ae_of_all _ fun x => ?_)
  have e : Complex.exp ((φ : ℂ) * Complex.I) *
      ((J x : ℂ) * Complex.exp (((k * x : ℝ) : ℂ) * Complex.I)) =
      (J x : ℂ) * Complex.exp (((φ + k * x : ℝ) : ℂ) * Complex.I) := by
    rw [Complex.ofReal_add, add_mul, Complex.exp_add]
    ring
  change J x * Real.sin (φ + k * x) = (Complex.exp ((φ : ℂ) * Complex.I) *
      ((J x : ℂ) * Complex.exp (((k * x : ℝ) : ℂ) * Complex.I))).im
  rw [e, Complex.im_ofReal_mul, Complex.exp_ofReal_mul_I_im]
```

An imaginary part never exceeds the modulus, so

$$I(k,\varphi) \le |e^{i\varphi}A(k)| = |A(k)| .$$

To reach the bound, write $A = |A|e^{i\arg A}$ and choose $\varphi = \pi/2 - \arg A$. Then

$$e^{i\varphi}A = |A|\,e^{i\pi/2} = i|A| ,$$

whose imaginary part is $|A|$. If $A=0$, every offset gives zero current and the statement still holds.

`IsGreatest` says that $|A(k)|$ is one of the values taken by the supercurrent and that no value is larger. The first half of the proof supplies the optimal offset, and the second proves the bound.

```lean
/-- For an integrable current density, the greatest supercurrent over all phase offsets exists and
is the modulus of the Fourier amplitude of the current density. -/
theorem isGreatest_supercurrent {J : ℝ → ℝ} (hJ : Integrable J) (k : ℝ) :
    IsGreatest (Set.range (supercurrent J k)) ‖amplitude J k‖ := by
  constructor
  · -- the optimal offset turns the amplitude onto the positive imaginary axis
    refine ⟨Real.pi / 2 - (amplitude J k).arg, ?_⟩
    rw [supercurrent_eq_im hJ]
    have e : Complex.exp (((Real.pi / 2 - (amplitude J k).arg : ℝ) : ℂ) * Complex.I) *
        amplitude J k = (‖amplitude J k‖ : ℂ) * Complex.I := by
      calc _ = Complex.exp (((Real.pi / 2 - (amplitude J k).arg : ℝ) : ℂ) * Complex.I) *
            ((‖amplitude J k‖ : ℂ) *
              Complex.exp (((amplitude J k).arg : ℂ) * Complex.I)) := by
            rw [Complex.norm_mul_exp_arg_mul_I]
        _ = (‖amplitude J k‖ : ℂ) * Complex.exp ((Real.pi : ℂ) / 2 * Complex.I) := by
            rw [mul_left_comm, ← Complex.exp_add]
            congr 2
            push_cast
            ring
        _ = (‖amplitude J k‖ : ℂ) * Complex.I := by
            rw [Complex.exp_mul_I, Complex.cos_pi_div_two, Complex.sin_pi_div_two,
              zero_add, one_mul]
    rw [e, Complex.im_ofReal_mul, Complex.I_im, mul_one]
  · rintro _ ⟨φ, rfl⟩
    rw [supercurrent_eq_im hJ]
    refine (le_abs_self _).trans ((Complex.abs_im_le_norm _).trans ?_)
    rw [norm_mul, Complex.norm_exp_ofReal_mul_I, one_mul]
```

A set with a greatest element has that element as its supremum, so for integrable $J$

$$I_c(k) = |A(k)| .$$

```lean
/-- For an integrable current density, the critical current is the modulus of its Fourier amplitude.
-/
theorem criticalCurrent_eq {J : ℝ → ℝ} (hJ : Integrable J) (k : ℝ) :
    criticalCurrent J k = ‖amplitude J k‖ :=
  (isGreatest_supercurrent hJ k).csSup_eq
```

Integrability is needed here. Take $J(x) = 1/x$ on $(0,1]$ and zero elsewhere, with $k=1$. At $\varphi = 0$ the supercurrent is the finite positive number $\int_0^1 (\sin x)/x\,dx$, but for $0<\varphi<\pi$ the integral diverges to $+\infty$, so there is no greatest supercurrent. Lean's convention that a non-integrable function has integral zero does not rescue the formula: it would make the amplitude zero while the supercurrent at $\varphi=0$ stayed positive.

## Displaced and mirrored junctions

Displace the density by $a$ and substitute $y=x-a$:

$$\int J(x-a)\,e^{ikx}\,dx = \int J(y)\,e^{ik(y+a)}\,dy = e^{ika}A(k) .$$

The proof makes the same substitution with `integral_sub_right_eq_self` and then splits the exponential.

```lean
/-- Displacing the current density by `a` multiplies its amplitude by a phase factor. -/
theorem amplitude_shift (J : ℝ → ℝ) (a k : ℝ) :
    amplitude (fun x => J (x - a)) k =
      Complex.exp (((k * a : ℝ) : ℂ) * Complex.I) * amplitude J k := by
  unfold amplitude
  rw [← integral_sub_right_eq_self
    (fun x => (J x : ℂ) * Complex.exp (((k * x : ℝ) : ℂ) * Complex.I)) a,
    ← integral_const_mul]
  refine integral_congr_ae (ae_of_all _ fun x => ?_)
  have e : Complex.exp (((k * x : ℝ) : ℂ) * Complex.I) =
      Complex.exp (((k * a : ℝ) : ℂ) * Complex.I) *
        Complex.exp (((k * (x - a) : ℝ) : ℂ) * Complex.I) := by
    rw [← Complex.exp_add]
    congr 1
    push_cast
    ring
  dsimp only
  rw [e]
  ring
```

Mirror the density and substitute $y=-x$. Because $J$ is real,

$$\int J(-x)\,e^{ikx}\,dx = \int J(y)\,e^{-iky}\,dy = \overline{A(k)} .$$

Here `integral_neg_eq_self` performs the reflection, and `integral_conj` takes the complex conjugation out of the integral.

```lean
/-- Mirroring the current density conjugates its amplitude. -/
theorem amplitude_mirror (J : ℝ → ℝ) (k : ℝ) :
    amplitude (fun x => J (-x)) k = conj (amplitude J k) := by
  have h := integral_neg_eq_self (fun x : ℝ =>
    conj ((J x : ℂ) * Complex.exp (((k * x : ℝ) : ℂ) * Complex.I))) volume
  refine Eq.trans ?_ (h.trans integral_conj)
  refine integral_congr_ae (ae_of_all _ fun x => ?_)
  dsimp only
  rw [map_mul, Complex.conj_ofReal, ← Complex.exp_conj, map_mul, Complex.conj_ofReal,
    Complex.conj_I]
  congr 2
  push_cast
  ring
```

Neither a phase factor nor a complex conjugation changes the modulus. The densities $J(x-a)$ and $J(-x)$ therefore have the same critical current as $J(x)$, for every displacement $a$ and every $k$.

```lean
/-- A displaced junction and a mirrored junction have the same critical current as the
original one at every field. -/
theorem criticalCurrent_shift_mirror {J : ℝ → ℝ} (hJ : Integrable J) (a k : ℝ) :
    criticalCurrent (fun x => J (x - a)) k = criticalCurrent J k ∧
      criticalCurrent (fun x => J (-x)) k = criticalCurrent J k := by
  constructor
  · rw [criticalCurrent_eq (hJ.comp_sub_right a), criticalCurrent_eq hJ, amplitude_shift,
      norm_mul, Complex.norm_exp_ofReal_mul_I, one_mul]
  · rw [criticalCurrent_eq hJ.comp_neg, criticalCurrent_eq hJ, amplitude_mirror,
      Complex.norm_conj]
```

## Two junctions related by neither operation

The density of one segment is constant on an interval of finite length, and hence integrable.

```lean
/-- The current density of a single segment is integrable. -/
theorem integrable_segment : Integrable segment :=
  (continuous_const.integrableOn_Ioc).integrable_indicator measurableSet_Ioc
```

Let $S(k)$ be the amplitude of one segment and put $z=e^{ik}$. By linearity and the displacement rule for $a=1$ and $a=2$,

$$A_{pqr}(k) = (p + qz + rz^2)\,S(k) .$$

In the proof, `hadd` and `hmul` supply linearity, and `hz` identifies $e^{2ik}$ with $z^2$.

```lean
/-- The amplitude of a three-segment junction is a quadratic polynomial in the phase factor
`exp (i k)` times the amplitude of one segment. -/
theorem amplitude_threeSegment (p q r k : ℝ) :
    amplitude (threeSegment p q r) k =
      (p + q * Complex.exp ((k : ℂ) * Complex.I) + r * Complex.exp ((k : ℂ) * Complex.I) ^ 2)
        * amplitude segment k := by
  have hadd : ∀ f g : ℝ → ℝ, Integrable f → Integrable g →
      amplitude (fun x => f x + g x) k = amplitude f k + amplitude g k := by
    intro f g hf hg
    unfold amplitude
    rw [← integral_add (integrable_phase hf k) (integrable_phase hg k)]
    refine integral_congr_ae (ae_of_all _ fun x => ?_)
    dsimp only
    rw [Complex.ofReal_add, add_mul]
  have hmul : ∀ (c : ℝ) (f : ℝ → ℝ),
      amplitude (fun x => c * f x) k = c * amplitude f k := by
    intro c f
    unfold amplitude
    rw [← integral_const_mul]
    refine integral_congr_ae (ae_of_all _ fun x => ?_)
    dsimp only
    rw [Complex.ofReal_mul, mul_assoc]
  have h0 : Integrable (fun x => p * segment x) := integrable_segment.const_mul p
  have h1 : Integrable (fun x => q * segment (x - 1)) :=
    (integrable_segment.comp_sub_right 1).const_mul q
  have h2 : Integrable (fun x => r * segment (x - 2)) :=
    (integrable_segment.comp_sub_right 2).const_mul r
  have h01 : Integrable (fun x => p * segment x + q * segment (x - 1)) := h0.add h1
  have e : amplitude (threeSegment p q r) k = p * amplitude segment k +
      q * amplitude (fun x => segment (x - 1)) k +
      r * amplitude (fun x => segment (x - 2)) k :=
    (hadd _ _ h01 h2).trans (by
      rw [hadd _ _ h0 h1, hmul p segment, hmul q (fun x => segment (x - 1)),
        hmul r (fun x => segment (x - 2))])
  have hz : Complex.exp (((k * 2 : ℝ) : ℂ) * Complex.I) =
      Complex.exp ((k : ℂ) * Complex.I) ^ 2 := by
    rw [← Complex.exp_nat_mul]
    congr 1
    push_cast
    ring
  rw [e, amplitude_shift segment 1 k, amplitude_shift segment 2 k, hz, mul_one]
  ring
```

For the two sets of densities the polynomials factorise as

$$1+5z+6z^2=(1+2z)(1+3z),\qquad 2+7z+3z^2=(2+z)(1+3z).$$

They share the factor $1+3z$. The other factors have equal modulus because $|z|=1$:

$$|1+2z|^2 = 1 + 4\operatorname{Re}z + 4|z|^2 = 5+4\operatorname{Re}z = 4+4\operatorname{Re}z+|z|^2 = |2+z|^2 .$$

Hence $|A_{156}(k)| = |A_{273}(k)|$ for every real $k$, and the critical currents agree.

It remains to show that the junctions are not displaced or mirrored copies of each other. The density $J_{273}$ equals 7 on all of $(1,2]$, whereas $J_{156}$ never exceeds 6. Moving or reflecting $J_{156}$ does not raise its largest value, so any such copy differs from $J_{273}$ on a set of length at least 1.

The theorem states both facts. Its first part is the equality of critical currents for all `k`. Its second part says that, for every real $a$, $J_{273}(x)$ agrees almost everywhere with neither $J_{156}(x-a)$ nor $J_{156}(a-x)$; the latter form covers a reflection about any point. The relation `=ᵐ[volume]` ignores differences on sets of zero length, which no integral can detect. The difference between the two junctions is therefore not confined to such a set.

In the proof, `hle` is the upper bound 6 for the first density, `hseven` is the value 7 of the second on $(1,2]$, and `key` turns them into a contradiction: an interval of length 1 would have measure zero. The factorisations are `f1` and `f2`, and `hn` is the equality of moduli. There the difference of the two squared moduli is $3(|z|^2-1)$, so `linear_combination` is given three times `h1`, the equation $|z|^2=1$.

```lean
/-- Junctions with segment densities (1, 5, 6) and (2, 7, 3) have the same critical current
at every field, yet no displaced or mirrored copy of the first agrees with the second
almost everywhere. -/
theorem same_pattern_different_junctions :
    (∀ k, criticalCurrent (threeSegment 1 5 6) k = criticalCurrent (threeSegment 2 7 3) k) ∧
    ∀ a : ℝ, ¬ (threeSegment 2 7 3 =ᵐ[volume] fun x => threeSegment 1 5 6 (x - a)) ∧
      ¬ (threeSegment 2 7 3 =ᵐ[volume] fun x => threeSegment 1 5 6 (a - x)) := by
  have hint : ∀ p q r : ℝ, Integrable (threeSegment p q r) := fun p q r =>
    ((integrable_segment.const_mul p).add
      ((integrable_segment.comp_sub_right 1).const_mul q)).add
      ((integrable_segment.comp_sub_right 2).const_mul r)
  have hle : ∀ x, threeSegment 1 5 6 x ≤ 6 := by
    intro x
    simp only [threeSegment, segment, Set.indicator_apply, Set.mem_Ioc]
    split_ifs <;> linarith
  have hseven : ∀ x ∈ Set.Ioc (1 : ℝ) 2, threeSegment 2 7 3 x = 7 := by
    intro x hx
    have a : ¬ (0 < x ∧ x ≤ 1) := fun h => by linarith [h.2, hx.1]
    have b : 0 < x - 1 ∧ x - 1 ≤ 1 := ⟨by linarith [hx.1], by linarith [hx.2]⟩
    have c : ¬ (0 < x - 2 ∧ x - 2 ≤ 1) := fun h => by linarith [h.1, hx.2]
    simp only [threeSegment, segment, Set.indicator_apply, Set.mem_Ioc, if_neg a, if_pos b,
      if_neg c]
    norm_num
  -- density 7 fills a whole segment, while the other junction never exceeds 6
  have key : ∀ g : ℝ → ℝ,
      ¬ (threeSegment 2 7 3 =ᵐ[volume] fun x => threeSegment 1 5 6 (g x)) := by
    intro g h
    have hz : volume {x | ¬ (threeSegment 2 7 3 x = threeSegment 1 5 6 (g x))} = 0 :=
      ae_iff.1 h
    have hs : Set.Ioc (1 : ℝ) 2 ⊆
        {x | ¬ (threeSegment 2 7 3 x = threeSegment 1 5 6 (g x))} := by
      intro x hx hxe
      linarith [hseven x hx, hle (g x)]
    have h0 := measure_mono_null hs hz
    rw [Real.volume_Ioc] at h0
    norm_num at h0
  refine ⟨fun k => ?_, fun a => ⟨key _, key _⟩⟩
  rw [criticalCurrent_eq (hint 1 5 6), criticalCurrent_eq (hint 2 7 3),
    amplitude_threeSegment, amplitude_threeSegment, norm_mul, norm_mul]
  congr 1
  have hz := Complex.norm_exp_ofReal_mul_I k
  generalize Complex.exp ((k : ℂ) * Complex.I) = z at hz ⊢
  -- both polynomials share a factor; the other factors have equal modulus on the circle
  have hn : ‖1 + 2 * z‖ = ‖2 + z‖ := by
    have h1 : z.re * z.re + z.im * z.im = 1 := by
      rw [← Complex.normSq_apply, Complex.normSq_eq_norm_sq, hz, one_pow]
    have h2 : ‖1 + 2 * z‖ ^ 2 = ‖2 + z‖ ^ 2 := by
      rw [← Complex.normSq_eq_norm_sq, ← Complex.normSq_eq_norm_sq, Complex.normSq_apply,
        Complex.normSq_apply]
      simp only [Complex.add_re, Complex.add_im, Complex.mul_re, Complex.mul_im,
        Complex.one_re, Complex.one_im, Complex.re_ofNat, Complex.im_ofNat]
      linear_combination 3 * h1
    nlinarith [norm_nonneg (1 + 2 * z), norm_nonneg (2 + z),
      abs_eq_abs.2 (sq_eq_sq_iff_eq_or_eq_neg.1 h2)]
  have f1 : ((1 : ℝ) : ℂ) + ((5 : ℝ) : ℂ) * z + ((6 : ℝ) : ℂ) * z ^ 2 =
      (1 + 2 * z) * (1 + 3 * z) := by
    push_cast
    ring
  have f2 : ((2 : ℝ) : ℂ) + ((7 : ℝ) : ℂ) * z + ((3 : ℝ) : ℂ) * z ^ 2 =
      (2 + z) * (1 + 3 * z) := by
    push_cast
    ring
  rw [f1, f2, norm_mul, norm_mul, hn]

end

end JosephsonInterference
```

```lean
#print axioms JosephsonInterference.criticalCurrent_shift_mirror
#print axioms JosephsonInterference.same_pattern_different_junctions
```

```
'JosephsonInterference.criticalCurrent_shift_mirror' depends on axioms: [propext, Classical.choice, Quot.sound]
'JosephsonInterference.same_pattern_different_junctions' depends on axioms: [propext, Classical.choice, Quot.sound]
```
